# The strain derivative of a level energy as a sum over bonds in a nonorthogonal basis

Stretch a molecule uniformly, so that every distance $R_{ij}$ becomes $(1+t)R_{ij}$. In a two-centre tight-binding description the hopping and overlap elements change with the distances, and so do the energy $E$ of an orbital and its coefficients $c_i$. How fast does the level move at $t=0$, and must the change of the coefficients be computed to find out?

Let the real matrices $H(t)$ and $S(t)$ have elements $h_{ij}((1+t)R_{ij})$ and $s_{ij}((1+t)R_{ij})$, and let $Hc=ESc$ with $c^TSc=1$ for $t$ near zero. If $H$ and $S$ are symmetric at $t=0$, the element functions are differentiable at $R_{ij}$, and $c$ is differentiable at $t=0$, then

$$E'(0)=\sum_{ij}c_ic_jR_{ij}\bigl(h_{ij}'(R_{ij})-E(0)\,s_{ij}'(R_{ij})\bigr),$$

with $c_i$ taken at $t=0$. The derivative of $c$ does not appear. This is a statement about one level of a finite, non-interacting model. The stress theorem for the total energy of interacting electrons is a different and larger result.

```lean
import Mathlib

open Matrix Topology

namespace StressTheorem

noncomputable section

variable {n d : Type*} [Fintype n] [Fintype d]
```

The finite type `n` labels the orbitals and `d` the Cartesian directions.

## Matrices that follow the deformation

For uniform scaling, one definition serves for both $H$ and $S$. The argument `f` is the table of element functions, and `R` is a table of real numbers, which need not come from actual atomic positions.

```lean
/-- Matrix with elements `f i j` evaluated at the uniformly scaled distances `(1 + t) R i j`. -/
def scaledMatrix (f : n → n → ℝ → ℝ) (R : n → n → ℝ) (t : ℝ) : Matrix n n ℝ :=
  Matrix.of fun i j => f i j ((1 + t) * R i j)
```

Uniform scaling leaves the bond directions unchanged, so functions of the distance suffice there, even for p orbitals. A general strain can also change the directions, and the elements are then taken as functions of the whole bond vector $\mathbf R_{ij}$. A homogeneous strain $\varepsilon$ takes this vector to $\mathbf R_{ij}+t\,\varepsilon\mathbf R_{ij}$. The matrix $\varepsilon$ is arbitrary and may include a rotation.

```lean
/-- Matrix with elements `f i j` evaluated at the bond vectors deformed by the strain `t ε`. -/
def strainedMatrix (f : n → n → (d → ℝ) → ℝ) (R : n → n → d → ℝ) (ε : Matrix d d ℝ)
    (t : ℝ) : Matrix n n ℝ :=
  Matrix.of fun i j => f i j (R i j + t • (ε *ᵥ R i j))
```

The corresponding response is a tensor,

$$\sigma_{ab}=\sum_{ij}c_ic_j\,\partial_a\bigl(h_{ij}-E\,s_{ij}\bigr)(\mathbf R_{ij})\,R_{ij,b}.$$

In Lean, $\partial_a$ is the Fréchet derivative `fderiv` applied to the unit vector `Pi.single a 1`. The tensor has the dimension of an energy, since it is not divided by a volume, and its sign is that of the energy change under strain.

```lean
/-- Stress tensor (not divided by volume) of a level with energy `E` and coefficients `c`: the bond
sum of `c i * c j` times the gradient of `h - E s` times the bond vector. -/
def stress [DecidableEq d] (h s : n → n → (d → ℝ) → ℝ) (R : n → n → d → ℝ)
    (E : ℝ) (c : n → ℝ) (a b : d) : ℝ :=
  ∑ i, ∑ j, c i * c j *
    (fderiv ℝ (h i j) (R i j) - E • fderiv ℝ (s i j) (R i j)) (Pi.single a 1) * R i j b
```

## Differentiating an expectation value

Written out, a matrix element is a double sum over orbitals, and an expectation value is the case $x=y$: $x^TAy=\sum_{ij}x_iA_{ij}y_j$.

```lean
/-- A matrix element between two coefficient vectors is a double sum over orbitals. -/
theorem quad_expand (x y : n → ℝ) (A : Matrix n n ℝ) :
    x ⬝ᵥ A *ᵥ y = ∑ i, ∑ j, x i * (A i j * y j) := by
  simp only [dotProduct, Matrix.mulVec, Finset.mul_sum]
```

For a matrix $M(t)$, the product rule gives

$$\frac{d}{dt}\,c^TMc=c'^TMc+c^TM'c+c^TMc'.$$

If $M(0)$ is symmetric, the first and last terms are equal at $t=0$, and the derivative there is $c^TM'c+2c'^TMc$. In the proof below, `key` is the product rule applied term by term, and `hs` is the equality of the two response terms, obtained by exchanging the summation indices.

```lean
/-- Derivative of the expectation value `cᵀ M c` when both the matrix and the coefficients
vary and the matrix is symmetric at `t = 0`. -/
theorem hasDerivAt_expectation {M : ℝ → Matrix n n ℝ} {M' : Matrix n n ℝ}
    {c : ℝ → n → ℝ} (hM : ∀ i j, HasDerivAt (fun t => M t i j) (M' i j) 0)
    (hsym : (M 0).IsSymm) (hc : DifferentiableAt ℝ c 0) :
    HasDerivAt (fun t => c t ⬝ᵥ M t *ᵥ c t)
      (c 0 ⬝ᵥ M' *ᵥ c 0 + 2 * (deriv c 0 ⬝ᵥ M 0 *ᵥ c 0)) 0 := by
  have hci := hasDerivAt_pi.1 hc.hasDerivAt
  have key : HasDerivAt (fun t => ∑ i, ∑ j, c t i * (M t i j * c t j))
      (∑ i, ∑ j, (deriv c 0 i * (M 0 i j * c 0 j)
        + c 0 i * (M' i j * c 0 j + M 0 i j * deriv c 0 j))) 0 :=
    HasDerivAt.fun_sum fun i _ => HasDerivAt.fun_sum fun j _ =>
      (hci i).fun_mul ((hM i j).fun_mul (hci j))
  -- symmetry identifies the two terms containing the response of `c`
  have hs : ∑ i, ∑ j, c 0 i * (M 0 i j * deriv c 0 j)
      = ∑ i, ∑ j, deriv c 0 i * (M 0 i j * c 0 j) := by
    rw [Finset.sum_comm]
    refine Finset.sum_congr rfl fun i _ => Finset.sum_congr rfl fun j _ => ?_
    rw [hsym.apply i j]
    ring
  simp only [quad_expand]
  refine key.congr_deriv ?_
  simp only [mul_add, Finset.sum_add_distrib]
  linear_combination hs
```

## The response of the coefficients cancels

Multiplying $Hc=ESc$ from the left by $c^T$ and using the normalization gives $E=c^THc$ near $t=0$. The right-hand side is differentiable, hence so is $E$. At $t=0$,

$$E'=c^TH'c+2c'^THc=c^TH'c+2E\,c'^TSc.$$

The normalization is constant, so its derivative vanishes:

$$0=c^TS'c+2c'^TSc.$$

Subtracting $E$ times this equation leaves

$$E'=c^T(H'-ES')c.$$

This is the Hellmann-Feynman formula for a basis whose overlap changes with the geometry. The term $-ES'$ is the price of the moving overlap.

In the Lean statement, `∀ᶠ t in 𝓝 0` means "for all $t$ in some neighbourhood of zero". The conclusion `HasDerivAt E … 0` says that $E$ is differentiable at zero and has the given derivative, so differentiability of $E$ is not an assumption. Differentiability of $c$ is one. Physically, it says that a single smooth branch of the orbital is being followed, which at a degeneracy requires a suitable choice of state. Positive definiteness of $S$ is not required.

The proof follows the derivation: `hE` is $E=c^THc$, `h0` is the differentiated normalization, and the last line performs the subtraction.

```lean
/-- Hellmann-Feynman theorem in a nonorthogonal basis: the level energy is differentiable at `t =
0`, with derivative `cᵀ (H' - E S') c`. -/
theorem hellmann_feynman {H S : ℝ → Matrix n n ℝ} {H' S' : Matrix n n ℝ}
    {c : ℝ → n → ℝ} {E : ℝ → ℝ}
    (hH : ∀ i j, HasDerivAt (fun t => H t i j) (H' i j) 0)
    (hS : ∀ i j, HasDerivAt (fun t => S t i j) (S' i j) 0)
    (symH : (H 0).IsSymm) (symS : (S 0).IsSymm) (hc : DifferentiableAt ℝ c 0)
    (heig : ∀ᶠ t in 𝓝 (0 : ℝ), H t *ᵥ c t = E t • (S t *ᵥ c t))
    (hnorm : ∀ᶠ t in 𝓝 (0 : ℝ), c t ⬝ᵥ S t *ᵥ c t = 1) :
    HasDerivAt E (c 0 ⬝ᵥ (H' - E 0 • S') *ᵥ c 0) 0 := by
  have hE : E =ᶠ[𝓝 0] fun t => c t ⬝ᵥ H t *ᵥ c t := by
    filter_upwards [heig, hnorm] with t h1 h2
    rw [h1, dotProduct_smul, h2, smul_eq_mul, mul_one]
  have dH := hasDerivAt_expectation hH symH hc
  have dS := hasDerivAt_expectation hS symS hc
  -- the normalization is constant, so its derivative vanishes
  have d1 : HasDerivAt (fun t => c t ⬝ᵥ S t *ᵥ c t) 0 0 :=
    (hasDerivAt_const (0 : ℝ) (1 : ℝ)).congr_of_eventuallyEq hnorm
  have h0 := dS.unique d1
  have e0 : H 0 *ᵥ c 0 = E 0 • (S 0 *ᵥ c 0) := heig.self_of_nhds
  refine (dH.congr_of_eventuallyEq hE).congr_deriv ?_
  simp only [e0, Matrix.sub_mulVec, Matrix.smul_mulVec, dotProduct_sub, dotProduct_smul,
    smul_eq_mul]
  linear_combination E 0 * h0
```

## Uniform scaling

The chain rule for one matrix element is

$$\frac{d}{dt}f((1+t)r)\Big|_{t=0}=r\,f'(r).$$

```lean
/-- Chain rule for a matrix element under uniform scaling of its distance. -/
theorem hasDerivAt_scaled {f : ℝ → ℝ} {r : ℝ} (hf : DifferentiableAt ℝ f r) :
    HasDerivAt (fun t : ℝ => f ((1 + t) * r)) (deriv f r * r) 0 := by
  have inner : HasDerivAt (fun t : ℝ => (1 + t) * r) r 0 :=
    (((hasDerivAt_id' (0 : ℝ)).const_add (1 : ℝ)).mul_const r).congr_deriv (one_mul r)
  exact hf.hasDerivAt.comp_of_eq (0 : ℝ) inner (by simp)
```

Thus $H'_{ij}=R_{ij}h_{ij}'(R_{ij})$ and $S'_{ij}=R_{ij}s_{ij}'(R_{ij})$. Inserting both into $c^T(H'-ES')c$ gives the bond sum stated at the start. The sum runs over ordered pairs, so each bond is counted twice, as $ij$ and as $ji$. On-site terms with $R_{ii}=0$ contribute nothing, although their element functions must still be differentiable at zero, as constants are.

```lean
/-- Stress theorem for uniform scaling: the derivative of a level energy is the bond sum of
`c i * c j * R i j * (h' - E s')`. -/
theorem stress_theorem {h s : n → n → ℝ → ℝ} {R : n → n → ℝ} {c : ℝ → n → ℝ} {E : ℝ → ℝ}
    (hh : ∀ i j, DifferentiableAt ℝ (h i j) (R i j))
    (hs : ∀ i j, DifferentiableAt ℝ (s i j) (R i j))
    (symH : (scaledMatrix h R 0).IsSymm) (symS : (scaledMatrix s R 0).IsSymm)
    (hc : DifferentiableAt ℝ c 0)
    (heig : ∀ᶠ t in 𝓝 (0 : ℝ),
      scaledMatrix h R t *ᵥ c t = E t • (scaledMatrix s R t *ᵥ c t))
    (hnorm : ∀ᶠ t in 𝓝 (0 : ℝ), c t ⬝ᵥ scaledMatrix s R t *ᵥ c t = 1) :
    HasDerivAt E (∑ i, ∑ j, c 0 i * c 0 j * R i j *
      (deriv (h i j) (R i j) - E 0 * deriv (s i j) (R i j))) 0 := by
  refine (hellmann_feynman
    (H' := Matrix.of fun i j => deriv (h i j) (R i j) * R i j)
    (S' := Matrix.of fun i j => deriv (s i j) (R i j) * R i j)
    (fun i j => hasDerivAt_scaled (hh i j)) (fun i j => hasDerivAt_scaled (hs i j))
    symH symS hc heig hnorm).congr_deriv ?_
  rw [quad_expand]
  refine Finset.sum_congr rfl fun i _ => Finset.sum_congr rfl fun j _ => ?_
  simp only [Matrix.sub_apply, Matrix.smul_apply, Matrix.of_apply, smul_eq_mul]
  ring
```

## General strain

When a bond vector $\mathbf r$ moves along $\mathbf v$, the element changes at the rate given by its directional derivative:

$$\frac{d}{dt}f(\mathbf r+t\mathbf v)\Big|_{t=0}=\mathbf v\cdot\nabla f(\mathbf r).$$

```lean
/-- Chain rule for a matrix element whose bond vector `r` is displaced linearly along `v`. -/
theorem hasDerivAt_strained {f : (d → ℝ) → ℝ} {r : d → ℝ} (v : d → ℝ)
    (hf : DifferentiableAt ℝ f r) :
    HasDerivAt (fun t : ℝ => f (r + t • v)) (fderiv ℝ f r v) 0 := by
  have line : HasDerivAt (fun t : ℝ => r + t • v) v 0 :=
    (((hasDerivAt_id' (0 : ℝ)).smul_const v).const_add r).congr_deriv (one_smul ℝ v)
  exact hf.hasFDerivAt.comp_hasDerivAt_of_eq (0 : ℝ) line (by simp)
```

Here $\mathbf v=\varepsilon\mathbf R_{ij}$. Expanding in Cartesian components,

$$(\varepsilon\mathbf R_{ij})\cdot\nabla f=\sum_{ab}\varepsilon_{ab}\,R_{ij,b}\,\partial_af.$$

To collect the tensor, the Cartesian sums have to be moved outside the bond sums. The next lemma does this for one Cartesian index.

```lean
private theorem sum_rotate {m : Type*} [Fintype m] (g : n → n → m → ℝ) :
    ∑ i, ∑ j, ∑ a, g i j a = ∑ a, ∑ i, ∑ j, g i j a :=
  (Finset.sum_congr rfl fun _ _ => Finset.sum_comm).trans Finset.sum_comm
```

The result is

$$E'(0)=\sum_{ab}\sigma_{ab}\,\varepsilon_{ab},$$

where $\sigma$ is evaluated with $E(0)$ and $c(0)$. In the proof, `expand` writes a linear form in its Cartesian components, `term` applies this to a single pair $ij$, and two uses of `sum_rotate` bring the indices $a$ and $b$ to the front.

```lean
/-- Stress theorem for an arbitrary homogeneous strain `ε`: the derivative of a level energy
is the full contraction of the stress tensor with `ε`. -/
theorem stress_tensor_theorem [DecidableEq d] {h s : n → n → (d → ℝ) → ℝ}
    {R : n → n → d → ℝ} {ε : Matrix d d ℝ} {c : ℝ → n → ℝ} {E : ℝ → ℝ}
    (hh : ∀ i j, DifferentiableAt ℝ (h i j) (R i j))
    (hs : ∀ i j, DifferentiableAt ℝ (s i j) (R i j))
    (symH : (strainedMatrix h R ε 0).IsSymm) (symS : (strainedMatrix s R ε 0).IsSymm)
    (hc : DifferentiableAt ℝ c 0)
    (heig : ∀ᶠ t in 𝓝 (0 : ℝ),
      strainedMatrix h R ε t *ᵥ c t = E t • (strainedMatrix s R ε t *ᵥ c t))
    (hnorm : ∀ᶠ t in 𝓝 (0 : ℝ), c t ⬝ᵥ strainedMatrix s R ε t *ᵥ c t = 1) :
    HasDerivAt E (∑ a, ∑ b, stress h s R (E 0) (c 0) a b * ε a b) 0 := by
  refine (hellmann_feynman
    (H' := Matrix.of fun i j => fderiv ℝ (h i j) (R i j) (ε *ᵥ R i j))
    (S' := Matrix.of fun i j => fderiv ℝ (s i j) (R i j) (ε *ᵥ R i j))
    (fun i j => hasDerivAt_strained _ (hh i j)) (fun i j => hasDerivAt_strained _ (hs i j))
    symH symS hc heig hnorm).congr_deriv ?_
  -- a linear form is determined by its Cartesian components
  have expand : ∀ (L : (d → ℝ) →L[ℝ] ℝ) (v : d → ℝ),
      L v = ∑ a, v a * L (Pi.single a 1) := by
    intro L v
    have hv : v = ∑ a, v a • (Pi.single a (1 : ℝ) : d → ℝ) := by
      ext b
      simp [Finset.sum_apply, Pi.single_apply]
    conv_lhs => rw [hv]
    simp only [map_sum, map_smul, smul_eq_mul]
  have term : ∀ i j, c 0 i * (((Matrix.of fun i j => fderiv ℝ (h i j) (R i j) (ε *ᵥ R i j))
      - E 0 • (Matrix.of fun i j => fderiv ℝ (s i j) (R i j) (ε *ᵥ R i j))) i j * c 0 j)
      = ∑ a, ∑ b, c 0 i * c 0 j * (fderiv ℝ (h i j) (R i j)
        - E 0 • fderiv ℝ (s i j) (R i j)) (Pi.single a 1) * R i j b * ε a b := by
    intro i j
    change c 0 i * ((fderiv ℝ (h i j) (R i j) - E 0 • fderiv ℝ (s i j) (R i j))
      (ε *ᵥ R i j) * c 0 j) = _
    rw [expand]
    simp only [Matrix.mulVec, dotProduct, Finset.sum_mul, Finset.mul_sum]
    exact Finset.sum_congr rfl fun a _ => Finset.sum_congr rfl fun b _ => by ring
  rw [quad_expand]
  simp only [term]
  -- exchange bond sums and Cartesian sums
  rw [sum_rotate]
  refine Finset.sum_congr rfl fun a _ => ?_
  rw [sum_rotate]
  refine Finset.sum_congr rfl fun b _ => ?_
  simp only [stress, Finset.sum_mul]
```

In a non-interacting tight-binding model of a finite system with fixed occupations, this gives the contribution of each electron in the level to the strain derivative of the energy, without a calculation of the orbital response. Repulsive pair terms, charge self-consistency and Bloch phases are absent from the model.

## A stretched dimer

Two sites at unit distance satisfy the hypotheses for uniform scaling. The hopping is $-e^{-r}$, the overlap is $e^{-r}/2$, and the on-site elements are 0 and 1.

```lean
/-- Dimer hopping: zero on site, `-exp (-r)` between the sites. -/
def dimerH (i j : Fin 2) : ℝ → ℝ := if i = j then fun _ => 0 else fun r => -Real.exp (-r)

/-- Dimer overlap: one on site, `exp (-r) / 2` between the sites. -/
def dimerS (i j : Fin 2) : ℝ → ℝ := if i = j then fun _ => 1 else fun r => Real.exp (-r) / 2

/-- Dimer distances: unit bond length. -/
def dimerR (i j : Fin 2) : ℝ := if i = j then 0 else 1
```

With $x=e^{-(1+t)}$ the matrices are

$$H=\begin{pmatrix}0&-x\\-x&0\end{pmatrix},\qquad S=\begin{pmatrix}1&x/2\\x/2&1\end{pmatrix}.$$

The bonding state has equal coefficients $q$ on both sites. Its squared norm is $c^TSc=q^2(2+x)$, which equals one for $q=1/\sqrt{2+x}$.

```lean
/-- Normalized dimer state with equal coefficients on both sites. -/
def dimerC (t : ℝ) : Fin 2 → ℝ := fun _ => 1 / √(2 + Real.exp (-(1 + t)))
```

Each row of $Hc=ESc$ reads $-xq=E\,(1+x/2)\,q$, which gives $E=-x/(1+x/2)$.

```lean
/-- Energy of the dimer state with equal coefficients. -/
def dimerE (t : ℝ) : ℝ := -Real.exp (-(1 + t)) / (1 + Real.exp (-(1 + t)) / 2)
```

The bond sum at $t=0$, where $x=e^{-1}$, is

$$E'(0)=\frac{2}{2+x}\Bigl(x+\frac{Ex}{2}\Bigr)=\frac{4x}{(2+x)^2}.$$

Differentiating $E=-2x/(2+x)$ directly, with $dx/dt=-x$, gives the same value. It is positive: stretching the bond raises the bonding level.

The theorem below verifies the hypotheses themselves, with the eigenvalue equation and the normalization holding for every $t$. In its proof, `mH` and `mS` are the two explicit matrices. The exponential is then replaced by a positive number $x$, which reduces the remaining equations to the algebra above.

```lean
/-- The dimer meets all hypotheses of the stress theorem for uniform scaling. -/
theorem stress_theorem_witness :
    (∀ i j, DifferentiableAt ℝ (dimerH i j) (dimerR i j)) ∧
    (∀ i j, DifferentiableAt ℝ (dimerS i j) (dimerR i j)) ∧
    (scaledMatrix dimerH dimerR 0).IsSymm ∧ (scaledMatrix dimerS dimerR 0).IsSymm ∧
    DifferentiableAt ℝ dimerC 0 ∧
    (∀ t, scaledMatrix dimerH dimerR t *ᵥ dimerC t
      = dimerE t • (scaledMatrix dimerS dimerR t *ᵥ dimerC t)) ∧
    (∀ t, dimerC t ⬝ᵥ scaledMatrix dimerS dimerR t *ᵥ dimerC t = 1) := by
  have mH : ∀ t, scaledMatrix dimerH dimerR t
      = !![0, -Real.exp (-(1 + t)); -Real.exp (-(1 + t)), 0] := by
    intro t
    ext i j
    fin_cases i <;> fin_cases j <;> simp [scaledMatrix, dimerH, dimerR]
  have mS : ∀ t, scaledMatrix dimerS dimerR t
      = !![1, Real.exp (-(1 + t)) / 2; Real.exp (-(1 + t)) / 2, 1] := by
    intro t
    ext i j
    fin_cases i <;> fin_cases j <;> simp [scaledMatrix, dimerS, dimerR]
  refine ⟨fun i j => ?_, fun i j => ?_, ?_, ?_, ?_, fun t => ?_, fun t => ?_⟩
  · unfold dimerH
    split_ifs <;> fun_prop
  · unfold dimerS
    split_ifs <;> fun_prop
  · rw [mH]
    ext i j
    fin_cases i <;> fin_cases j <;> rfl
  · rw [mS]
    ext i j
    fin_cases i <;> fin_cases j <;> rfl
  · have h1 : 2 + Real.exp (-(1 + (0 : ℝ))) ≠ 0 := by positivity
    have h2 : √(2 + Real.exp (-(1 + (0 : ℝ)))) ≠ 0 := by positivity
    have h3 : DifferentiableAt ℝ (fun t : ℝ => 2 + Real.exp (-(1 + t))) 0 := by fun_prop
    exact differentiableAt_pi.2 fun _ => (differentiableAt_const (1 : ℝ)).div (h3.sqrt h1) h2
  · rw [mH, mS]
    unfold dimerC dimerE
    have hx := Real.exp_pos (-(1 + t))
    generalize Real.exp (-(1 + t)) = x at hx ⊢
    have he : -x / (1 + x / 2) * (1 + x / 2) = -x := div_mul_cancel₀ _ (by positivity)
    generalize -x / (1 + x / 2) = e at he ⊢
    generalize 1 / √(2 + x) = q
    ext i
    fin_cases i <;> simp [Matrix.mulVec, dotProduct, Fin.sum_univ_two] <;>
      linear_combination (-q) * he
  · rw [mS]
    unfold dimerC
    have hx := Real.exp_pos (-(1 + t))
    generalize Real.exp (-(1 + t)) = x at hx ⊢
    have hq : 1 / √(2 + x) * (1 / √(2 + x)) * (2 + x) = 1 := by
      rw [div_mul_div_comm, Real.mul_self_sqrt (by positivity), one_mul, one_div,
        inv_mul_cancel₀ (by positivity)]
    generalize 1 / √(2 + x) = q at hq ⊢
    simp only [quad_expand, Fin.sum_univ_two, Matrix.of_apply, Matrix.cons_val_zero,
      Matrix.cons_val_one, Matrix.cons_val', Matrix.cons_val_fin_one]
    linear_combination hq

end

end StressTheorem
```

```lean
#print axioms StressTheorem.hellmann_feynman
#print axioms StressTheorem.stress_theorem
#print axioms StressTheorem.stress_tensor_theorem
```

```
'StressTheorem.hellmann_feynman' depends on axioms: [propext, Classical.choice, Quot.sound]
'StressTheorem.stress_theorem' depends on axioms: [propext, Classical.choice, Quot.sound]
'StressTheorem.stress_tensor_theorem' depends on axioms: [propext, Classical.choice, Quot.sound]
```
